# In sixfold dihedral symmetry, the in-plane transition dipole from a totally symmetric state to a B state vanishes, but an E2 distortion can induce one

Take the dihedral group of order 12, generated by a sixfold rotation $r$ and a reflection $s$. Let $B$ be a one-dimensional character with $B(r)=-1$. Let $E_1$ and $E_2$ be the characters with values $2\cos(\pi k/3)$ and $2\cos(2\pi k/3)$ on $r^k$, and $0$ on reflections. The group average of $B\,E_1X$ is 1 for $X=E_2$, and 0 for $X=E_1$ and for every one-dimensional $X$.

For a transition from a totally symmetric state to a $B$ state, as in benzene, the in-plane transition dipole therefore vanishes at the symmetric geometry. A distortion along a degenerate pair of $E_2$ coordinates can induce one, and in a model linear in that pair symmetry leaves a single free constant.

## Rotations, reflections and their characters

```lean
import Mathlib

open Matrix DihedralGroup

namespace BenzeneHerzbergTeller

noncomputable section

/-- The phase `exp (2πik/6)` attached to a rotation by `k` sixths of a turn. -/
def phase : AddChar (ZMod 6) ℂ := ZMod.stdAddChar
```

`ZMod 6` is the integers modulo 6, and `phase k` is $\omega^k$ with $\omega=e^{2\pi i/6}$. The type `AddChar` records that `phase` turns addition into multiplication.

```lean
/-- For each `m`, a two-dimensional representation of the dihedral group of order 12 in circular
components: `r k` multiplies them by `phase (m * k)` and `phase (-(m * k))`, and `sr k` does the
same and then exchanges them. -/
def planar (m : ZMod 6) : DihedralGroup 6 →* Matrix (Fin 2) (Fin 2) ℂ where
  toFun
    | .r k => !![phase (m * k), 0; 0, phase (-(m * k))]
    | .sr k => !![0, phase (-(m * k)); phase (m * k), 0]
  map_one' := by
    change !![phase (m * 0), 0; 0, phase (-(m * 0))] = 1
    simp [Matrix.one_fin_two]
  map_mul' := by
    rintro (i | i) (j | j) <;>
    simp only [r_mul_r, r_mul_sr, sr_mul_r, sr_mul_sr, Matrix.mul_fin_two, mul_zero, zero_mul,
      add_zero, zero_add, ← AddChar.map_add_eq_mul] <;>
    ring_nf
```

In Lean, `r k` is $r^k$ and `sr k` is $sr^k$. The map `planar m`, written $D_m$ below, acts on circular components, the combinations $x\pm iy$ of a planar vector when $m=1$:

$$D_m(r^k)=\begin{pmatrix}\omega^{mk}&0\\0&\omega^{-mk}\end{pmatrix},\qquad D_m(sr^k)=\begin{pmatrix}0&\omega^{-mk}\\\omega^{mk}&0\end{pmatrix}.$$

The arrow `→*` denotes a map that respects multiplication; `map_one'` and `map_mul'` prove that this one does.

```lean
/-- The character (trace) of `planar m`; `m = 1` is E1 and `m = 2` is E2. -/
def planarChar (m : ZMod 6) (g : DihedralGroup 6) : ℂ := (planar m g).trace
```

The character is the trace: `planarChar 1` is $E_1$ and `planarChar 2` is $E_2$.

```lean
/-- The average of a function over the twelve elements of the group. -/
def average (f : DihedralGroup 6 → ℂ) : ℂ := (∑ g, f g) / 12
```

This is $\frac1{12}\sum_g f(g)$. For a product of characters it counts how often the totally symmetric representation occurs in the product.

```lean
lemma planarChar_rot (m k j l : ZMod 6) (hj : m * k = j) (hl : -(m * k) = l) :
    planarChar m (r k) = phase j + phase l := by
  rw [← hj, ← hl]
  exact Matrix.trace_fin_two _
```

The trace on $r^k$ is $\omega^{mk}+\omega^{-mk}$. The extra arguments `j` and `l` let later proofs insert the exponents already reduced modulo 6.

```lean
/-- The character of `planar m` is `2 cos (πmk/3)` on the `k`-th power of the sixfold rotation
and zero on every reflection. -/
theorem planarChar_eq_cos (m k : ℤ) :
    planarChar m (r (k : ZMod 6)) = 2 * Complex.cos (Real.pi * m * k / 3) ∧
      ∀ l, planarChar m (sr l) = 0 := by
  have hp (j : ℤ) : phase (j : ZMod 6) = Complex.exp (Real.pi * j / 3 * Complex.I) := by
    unfold phase
    rw [ZMod.stdAddChar_coe]
    congr 1
    push_cast
    ring
  constructor
  · rw [planarChar_rot m k ((m * k : ℤ) : ZMod 6) ((-(m * k) : ℤ) : ZMod 6)
      (by push_cast; rfl) (by push_cast; rfl), hp, hp, Complex.cos]
    push_cast
    ring_nf
  · intro l
    exact (Matrix.trace_fin_two _).trans (add_zero 0)
```

Euler's formula gives $\omega^{mk}+\omega^{-mk}=2\cos(\pi mk/3)$, and the reflection matrices have zero diagonal. This confirms that the matrices carry the characters named at the start.

```lean
lemma phase_table : phase 1 ^ 2 = phase 1 - 1 ∧ phase 0 = 1 ∧ phase 2 = phase 1 - 1 ∧
    phase 3 = -1 ∧ phase 4 = -phase 1 ∧ phase 5 = 1 - phase 1 := by
  have hc : Complex.cos (Real.pi / 3) = 1 / 2 := by
    rw [show (Real.pi : ℂ) / 3 = ((Real.pi / 3 : ℝ) : ℂ) by simp, ← Complex.ofReal_cos,
      Real.cos_pi_div_three]
    norm_num
  have h1 : phase 1 + phase (-1) = 1 := by
    have h := (planarChar_eq_cos 1 1).1
    simp only [Int.cast_one, mul_one] at h
    rw [planarChar_rot 1 1 1 (-1) (by decide) (by decide), hc] at h
    rw [h]
    norm_num
  have h0 : phase 0 = 1 := AddChar.map_zero_eq_one phase
  have hm : phase 1 * phase (-1) = 1 := by
    rw [← AddChar.map_add_eq_mul, add_neg_cancel, h0]
  have hq : phase 1 ^ 2 = phase 1 - 1 := by linear_combination phase 1 * h1 - hm
  have h2 : phase 2 = phase 1 - 1 := by
    rw [show (2 : ZMod 6) = 1 + 1 by decide, AddChar.map_add_eq_mul]
    linear_combination hq
  have h3 : phase 3 = -1 := by
    rw [show (3 : ZMod 6) = 2 + 1 by decide, AddChar.map_add_eq_mul, h2]
    linear_combination hq
  have h4 : phase 4 = -phase 1 := by
    rw [show (4 : ZMod 6) = 3 + 1 by decide, AddChar.map_add_eq_mul, h3]
    ring
  refine ⟨hq, h0, h2, h3, h4, ?_⟩
  rw [show (5 : ZMod 6) = 4 + 1 by decide, AddChar.map_add_eq_mul, h4]
  linear_combination -hq
```

Since $2\cos(\pi/3)=1$, we have $\omega+\omega^{-1}=1$. Multiplying by $\omega$ gives $\omega^2=\omega-1$, and the other powers follow: $\omega^3=-1$, $\omega^4=-\omega$, $\omega^5=1-\omega$. The tactic `linear_combination` proves an equation by exhibiting it as a combination of known ones.

## Multiplying E1 by B gives E2

```lean
lemma phase_shift (k : ZMod 6) : phase (3 * k) * phase k = phase (-(2 * k)) ∧
    phase (3 * k) * phase (-k) = phase (2 * k) := by
  rw [← AddChar.map_add_eq_mul, ← AddChar.map_add_eq_mul]
  constructor <;> congr 1 <;> revert k <;> decide
```

These are $\omega^{3k}\omega^k=\omega^{-2k}$ and $\omega^{3k}\omega^{-k}=\omega^{2k}$. The exponents agree modulo 6, which `decide` checks for all six values of $k$.

```lean
lemma odd_values (B : DihedralGroup 6 →* ℂ) (hB : B (r 1) = -1) (k : ZMod 6) :
    B (r k) = phase (3 * k) ∧ B (sr k) = B (sr 0) * phase (3 * k) := by
  have h1 : B (r k) = phase (3 * k) := by
    have hk : r k = r 1 ^ k.val := by rw [r_one_pow, ZMod.natCast_zmod_val]
    have h3 : 3 * k = k.val • (3 : ZMod 6) := by
      rw [nsmul_eq_mul, ZMod.natCast_zmod_val, mul_comm]
    rw [hk, map_pow, hB, h3, AddChar.map_nsmul_eq_pow, phase_table.2.2.2.1]
  exact ⟨h1, by rw [← h1, ← map_mul, sr_mul_r, zero_add]⟩
```

The hypothesis `hB` fixes $B$ on all rotations: $B(r^k)=(-1)^k=\omega^{3k}$. On reflections, $B(sr^k)=B(s)(-1)^k$, with $B(s)$ left open, so both B-type characters are included.

```lean
/-- A one-dimensional character equal to `-1` on the sixfold rotation turns the character E1
into E2 by multiplication. -/
theorem odd_mul_E1 (B : DihedralGroup 6 →* ℂ) (hB : B (r 1) = -1) (g : DihedralGroup 6) :
    B g * planarChar 1 g = planarChar 2 g := by
  rcases g with k | k
  · rw [planarChar_rot 1 k k (-k) (by rw [one_mul]) (by rw [one_mul]),
      planarChar_rot 2 k _ _ rfl rfl, (odd_values B hB k).1, mul_add,
      (phase_shift k).1, (phase_shift k).2, add_comm]
  · have h1 : planarChar 1 (sr k) = 0 := (Matrix.trace_fin_two _).trans (add_zero 0)
    have h2 : planarChar 2 (sr k) = 0 := (Matrix.trace_fin_two _).trans (add_zero 0)
    rw [h1, h2, mul_zero]
```

By hand, on rotations,

$$(-1)^k\,2\cos\frac{\pi k}{3}=2\cos\frac{4\pi k}{3}=2\cos\frac{2\pi k}{3},$$

where the last step uses $4\pi k/3=2\pi k-2\pi k/3$. On reflections both sides are zero. The proof makes the same split and obtains the rotation case from `phase_shift`.

## The average for each X

```lean
lemma average_odd_E1 (B : DihedralGroup 6 →* ℂ) (hB : B (r 1) = -1) (X : DihedralGroup 6 → ℂ) :
    average (fun g => B g * planarChar 1 g * X g) =
      (2 * X (r 0) - X (r 1) - X (r 2) + 2 * X (r 3) - X (r 4) - X (r 5)) / 12 := by
  let e : ZMod 6 ⊕ ZMod 6 ≃ DihedralGroup 6 :=
    { toFun := Sum.elim r sr
      invFun := fun g => match g with
        | .r k => .inl k
        | .sr k => .inr k
      left_inv := by rintro (_ | _) <;> rfl
      right_inv := by rintro (_ | _) <;> rfl }
  have hs (k : ZMod 6) : planarChar 2 (sr k) = 0 :=
    (Matrix.trace_fin_two _).trans (add_zero 0)
  have h6 (f : ZMod 6 → ℂ) : ∑ k, f k = f 0 + f 1 + f 2 + f 3 + f 4 + f 5 :=
    Fin.sum_univ_six f
  obtain ⟨-, p0, p2, -, p4, -⟩ := phase_table
  -- reflections drop out, and six rotations remain
  simp only [average, odd_mul_E1 B hB]
  rw [← e.sum_comp, Fintype.sum_sum_type]
  change (∑ k, planarChar 2 (r k) * X (r k) + ∑ k, planarChar 2 (sr k) * X (sr k)) / 12 = _
  simp only [hs, zero_mul, Finset.sum_const_zero, add_zero]
  rw [h6, planarChar_rot 2 0 0 0 (by decide) (by decide),
    planarChar_rot 2 1 2 4 (by decide) (by decide),
    planarChar_rot 2 2 4 2 (by decide) (by decide),
    planarChar_rot 2 3 0 0 (by decide) (by decide),
    planarChar_rot 2 4 2 4 (by decide) (by decide),
    planarChar_rot 2 5 4 2 (by decide) (by decide), p0, p2, p4]
  ring
```

For $k=0,\dots,5$, $E_2(r^k)$ takes the values $2,-1,-1,2,-1,-1$. Replacing $B\,E_1$ by $E_2$ therefore leaves

$$\frac{2X(1)-X(r)-X(r^2)+2X(r^3)-X(r^4)-X(r^5)}{12}.$$

The equivalence `e` splits the group into six rotations and six reflections, so that the reflection terms can be removed.

```lean
/-- For a one-dimensional character B equal to `-1` on the sixfold rotation, the group average of
B·E1·X is 1 for X = E2, and 0 for X = E1 and for every one-dimensional character X. -/
theorem vibronic_selection_rule (B : DihedralGroup 6 →* ℂ) (hB : B (r 1) = -1) :
    average (fun g => B g * planarChar 1 g * planarChar 2 g) = 1 ∧
    average (fun g => B g * planarChar 1 g * planarChar 1 g) = 0 ∧
    ∀ X : DihedralGroup 6 →* ℂ, average (fun g => B g * planarChar 1 g * X g) = 0 := by
  obtain ⟨-, p0, p2, p3, p4, p5⟩ := phase_table
  refine ⟨?_, ?_, fun X => ?_⟩
  · rw [average_odd_E1 B hB, planarChar_rot 2 0 0 0 (by decide) (by decide),
      planarChar_rot 2 1 2 4 (by decide) (by decide),
      planarChar_rot 2 2 4 2 (by decide) (by decide),
      planarChar_rot 2 3 0 0 (by decide) (by decide),
      planarChar_rot 2 4 2 4 (by decide) (by decide),
      planarChar_rot 2 5 4 2 (by decide) (by decide), p0, p2, p4]
    ring
  · rw [average_odd_E1 B hB, planarChar_rot 1 0 0 0 (by decide) (by decide),
      planarChar_rot 1 1 1 5 (by decide) (by decide),
      planarChar_rot 1 2 2 4 (by decide) (by decide),
      planarChar_rot 1 3 3 3 (by decide) (by decide),
      planarChar_rot 1 4 4 2 (by decide) (by decide),
      planarChar_rot 1 5 5 1 (by decide) (by decide), p0, p2, p3, p4, p5]
    ring
  · -- reflections square to one, hence so does the value of X on the sixfold rotation
    have hs : X (sr 0) * X (sr 0) = 1 := by rw [← map_mul, sr_mul_self, map_one]
    have ht : X (sr 0) * X (r 1) * (X (sr 0) * X (r 1)) = 1 := by
      rw [← map_mul, sr_mul_r, ← map_mul, sr_mul_self, map_one]
    have hc : X (r 1) ^ 2 = 1 := by linear_combination ht - X (r 1) ^ 2 * hs
    have hp (n : ℕ) : X (r (n : ZMod 6)) = X (r 1) ^ n := by rw [← r_one_pow, map_pow]
    have x0 : X (r 0) = 1 := X.map_one
    have x2 : X (r 2) = X (r 1) ^ 2 := by exact_mod_cast hp 2
    have x3 : X (r 3) = X (r 1) ^ 3 := by exact_mod_cast hp 3
    have x4 : X (r 4) = X (r 1) ^ 4 := by exact_mod_cast hp 4
    have x5 : X (r 5) = X (r 1) ^ 5 := by exact_mod_cast hp 5
    rw [average_odd_E1 B hB, x0, x2, x3, x4, x5]
    linear_combination (-2 + X (r 1) - X (r 1) ^ 2 - X (r 1) ^ 3) / 12 * hc
```

The three statements follow by substitution.

- For $X=E_2$, the sum is $4+1+1+4+1+1=12$, so the average is 1.
- For $X=E_1$, the values on rotations are $2,1,-1,-2,-1,1$, and the sum is $4-1+1-4+1-1=0$.
- For one-dimensional $X$, put $\varepsilon=X(r)$. From $s^2=1$ and $(sr)^2=1$ we get $X(s)^2=1$ and $X(s)^2\varepsilon^2=1$, so $\varepsilon^2=1$. The sum is then $2-\varepsilon-1+2\varepsilon-1-\varepsilon=0$.

Here `X : DihedralGroup 6 →* ℂ` ranges over all one-dimensional characters, including the totally symmetric one, which covers the undistorted geometry, called the origin below. There are four of them, one for each choice of signs $X(r)=\pm1$ and $X(s)=\pm1$. That these four, with $E_1$ and $E_2$, exhaust the irreducible characters is textbook group theory, which the theorem does not need.

## The dipole at the origin and along an E2 coordinate

```lean
/-- Forbidden origin: an in-plane transition dipole `μ` that is unchanged when every symmetry
operation acts on it through B·E1, with B equal to `-1` on the sixfold rotation, vanishes. -/
theorem origin_forbidden (B : DihedralGroup 6 →* ℂ) (hB : B (r 1) = -1) (μ : Fin 2 → ℂ)
    (h : ∀ g, μ = B g • (planar 1 g *ᵥ μ)) : μ = 0 := by
  obtain ⟨hq, -, -, -, -, p5⟩ := phase_table
  have h0 := congrFun (h (r 1)) 0
  have h1 := congrFun (h (r 1)) 1
  simp only [Pi.smul_apply, Matrix.mulVec, dotProduct, Fin.sum_univ_two, smul_eq_mul, hB]
    at h0 h1
  change μ 0 = -1 * (phase (1 * 1) * μ 0 + 0 * μ 1) at h0
  change μ 1 = -1 * (0 * μ 0 + phase (-(1 * 1)) * μ 1) at h1
  rw [mul_one] at h0 h1
  rw [show (-1 : ZMod 6) = 5 by decide, p5] at h1
  funext i
  fin_cases i
  · change μ 0 = 0
    linear_combination (2 - phase 1) / 3 * h0 + μ 0 / 3 * hq
  · change μ 1 = 0
    linear_combination (1 + phase 1) / 3 * h1 + μ 1 / 3 * hq
```

The hypothesis `h` says $\mu=B(g)D_1(g)\mu$ for every $g$. It stands for the invariance of a dipole matrix element between a totally symmetric state and a $B$ state, and is assumed here without constructing wavefunctions.

Taking $g=r$ gives $(1+\omega)\mu_0=0$ and $(1+\omega^{-1})\mu_1=0$. Neither factor is zero, so $\mu=0$. Lean divides by them using $(1+\omega)(2-\omega)=3$, where $2-\omega=1+\omega^{-1}$.

The out-of-plane dipole and benzene's inversion symmetry, with its g/u labels, are left out.

```lean
/-- Herzberg-Teller activity: let B be `-1` on the sixfold rotation. A transition dipole `T Q`
linear in an E2 coordinate `Q` transforms through B·E1 exactly when `T` has the form shown, with one
free constant `s`. -/
theorem herzberg_teller_coupling (B : DihedralGroup 6 →* ℂ) (hB : B (r 1) = -1)
    (T : Matrix (Fin 2) (Fin 2) ℂ) :
    (∀ g, T * planar 2 g = B g • (planar 1 g * T)) ↔
      ∃ s : ℂ, T = !![0, B (sr 0) * s; s, 0] := by
  constructor
  · intro h
    obtain ⟨hq, p0, p2, -, p4, p5⟩ := phase_table
    have a := congrFun (congrFun (h (r 1)) 0) 0
    have d := congrFun (congrFun (h (r 1)) 1) 1
    have b := congrFun (congrFun (h (sr 0)) 0) 0
    simp only [Matrix.smul_apply, Matrix.mul_apply, Fin.sum_univ_two, smul_eq_mul, hB] at a d b
    change T 0 0 * phase (2 * 1) + T 0 1 * 0 = -1 * (phase (1 * 1) * T 0 0 + 0 * T 1 0) at a
    change T 1 0 * 0 + T 1 1 * phase (-(2 * 1)) =
      -1 * (0 * T 0 1 + phase (-(1 * 1)) * T 1 1) at d
    change T 0 0 * 0 + T 0 1 * phase (2 * 0) =
      B (sr 0) * (0 * T 0 0 + phase (-(1 * 0)) * T 1 0) at b
    rw [mul_one, mul_one, p2] at a
    rw [mul_one, mul_one, show (-2 : ZMod 6) = 4 by decide,
      show (-1 : ZMod 6) = 5 by decide, p4, p5] at d
    rw [mul_zero, mul_zero, mul_zero, neg_zero, p0] at b
    -- the rotation removes the diagonal, the reflection ties the other two entries
    have t0 : T 0 0 = 0 := by
      linear_combination -(2 * phase 1 - 1) / 3 * a + 4 * T 0 0 / 3 * hq
    have t1 : T 1 1 = 0 := by
      linear_combination (2 * phase 1 - 1) / 3 * d + 4 * T 1 1 / 3 * hq
    have t2 : T 0 1 = B (sr 0) * T 1 0 := by linear_combination b
    refine ⟨T 1 0, ?_⟩
    ext i j
    fin_cases i <;> fin_cases j
    · exact t0
    · exact t2
    · rfl
    · exact t1
  · rintro ⟨s, rfl⟩ g
    have hs : B (sr 0) * B (sr 0) = 1 := by rw [← map_mul, sr_mul_self, map_one]
    rcases g with k | k
    · obtain ⟨u, v⟩ := phase_shift k
      rw [(odd_values B hB k).1]
      change _ * !![phase (2 * k), 0; 0, phase (-(2 * k))] =
        _ • (!![phase (1 * k), 0; 0, phase (-(1 * k))] * _)
      rw [one_mul, ← u, ← v]
      ext i j
      fin_cases i <;> fin_cases j <;> simp [Matrix.mul_apply, Fin.sum_univ_two] <;> ring
    · obtain ⟨u, v⟩ := phase_shift k
      rw [(odd_values B hB k).2]
      change _ * !![0, phase (-(2 * k)); phase (2 * k), 0] =
        _ • (!![0, phase (-(1 * k)); phase (1 * k), 0] * _)
      rw [one_mul, Matrix.mul_fin_two, Matrix.mul_fin_two]
      ext i j
      fin_cases i <;> fin_cases j
      · change 0 * 0 + B (sr 0) * s * phase (2 * k) =
          B (sr 0) * phase (3 * k) * (0 * 0 + phase (-k) * s)
        linear_combination -(B (sr 0) * s) * v
      · change 0 * phase (-(2 * k)) + B (sr 0) * s * 0 =
          B (sr 0) * phase (3 * k) * (0 * (B (sr 0) * s) + phase (-k) * 0)
        ring
      · change s * 0 + 0 * phase (2 * k) =
          B (sr 0) * phase (3 * k) * (phase k * 0 + 0 * s)
        ring
      · change s * phase (-(2 * k)) + 0 * 0 =
          B (sr 0) * phase (3 * k) * (phase k * (B (sr 0) * s) + 0 * 0)
        linear_combination -s * u - s * phase (3 * k) * phase k * hs
```

Now let the dipole be $\mu=TQ$, with $Q$ the two circular components of an $E_2$ coordinate. Transforming $Q$ must transform $\mu$ accordingly, so $TD_2(g)=B(g)D_1(g)T$. The theorem says that this holds for all $g$ exactly when

$$T=\begin{pmatrix}0&B(s)\,c\\c&0\end{pmatrix}$$

for some complex $c$, called `s` in the code.

For the forward direction, $g=r$ gives $\omega^2T_{00}=-\omega T_{00}$ and $\omega^{-2}T_{11}=-\omega^{-1}T_{11}$, so both diagonal entries vanish. Taking $g=s$ gives $T_{01}=B(s)T_{10}$. For the converse, the proof compares entries on every $r^k$ and $sr^k$, using `phase_shift` and $B(s)^2=1$.

The twelve operations used here do not determine $c$, which may even be zero; its value is a matter for an electronic-structure calculation. In benzene, inversion adds a condition: for a transition from a g state to a B state of u type, $c$ must vanish for $E_{2u}$ coordinates, so only $E_{2g}$ coordinates can contribute to the linear term. Nor does the theorem impose the reality condition that real Cartesian dipoles and coordinates would add.

## A character that satisfies the hypothesis

```lean
/-- The one-dimensional character with value `(-1)^k` on both `r k` and `sr k`. -/
def oddChar : DihedralGroup 6 →* ℂ where
  toFun
    | .r k => phase (3 * k)
    | .sr k => phase (3 * k)
  map_one' := by
    change phase (3 * 0) = 1
    rw [mul_zero, AddChar.map_zero_eq_one]
  map_mul' := by
    rintro (i | i) (j | j) <;>
    simp only [r_mul_r, r_mul_sr, sr_mul_r, sr_mul_sr, ← AddChar.map_add_eq_mul] <;>
    congr 1 <;> revert i j <;> decide
```

This defines the B-type character with $B(s)=1$, taking the value $(-1)^k$ on both $r^k$ and $sr^k$.

```lean
/-- The character `oddChar` equals `-1` on the sixfold rotation. -/
theorem oddChar_witness : oddChar (r 1) = -1 := by
  change phase (3 * 1) = -1
  rw [mul_one, phase_table.2.2.2.1]

end

end BenzeneHerzbergTeller
```

Its value on $r$ is $\omega^3=-1$, so the preceding theorems apply to it.

```lean
#print axioms BenzeneHerzbergTeller.vibronic_selection_rule
-- 'BenzeneHerzbergTeller.vibronic_selection_rule' depends on axioms: [propext, Classical.choice, Quot.sound]
#print axioms BenzeneHerzbergTeller.origin_forbidden
-- 'BenzeneHerzbergTeller.origin_forbidden' depends on axioms: [propext, Classical.choice, Quot.sound]
#print axioms BenzeneHerzbergTeller.herzberg_teller_coupling
-- 'BenzeneHerzbergTeller.herzberg_teller_coupling' depends on axioms: [propext, Classical.choice, Quot.sound]
```
